# No consistent explicit Runge-Kutta or truncated Taylor step preserves the norm over a window of energies

Q: Suppose I propagate $\psi' = -iH\psi$ with an explicit integrator and the norm drifts. For forward Euler I know the cause: an eigenstate of energy $E$ is multiplied by $1 - i\tau E$, of squared modulus $1 + \tau^2E^2$. With nothing more general in hand, I would blame the low order and search for a tableau with enough free coefficients to give modulus exactly one on the energy range I care about.

A: That search cannot succeed for any fixed tableau whose weights have nonzero sum. For a time-independent linear $H$, one step of such an explicit Runge-Kutta method multiplies an eigenstate by $p(-i\tau E)$ with $p$ a non-constant polynomial, and such a factor has modulus one at finitely many points of the imaginary axis only. This bears on wave-packet and real-time electronic-structure propagation, in the simplified setting of one step, fixed $\tau$ and a Hamiltonian that depends on neither time nor state.

Q: Show me the polynomial fact by hand.

A: Let $p(z) = \sum_{k\le n} p_k z^k$ with $p_n \ne 0$ and $n \ge 1$. Put $q(y) = p(iy) = \sum_k p_k i^k y^k$, and let $\bar q$ have the conjugate coefficients. For real $y$, $\bar q(y) = \overline{q(y)}$, so $q(y)\bar q(y) = |p(iy)|^2$. The leading coefficient of $q\bar q$ is $|p_n|^2 \neq 0$, so its degree is $2n$, and subtracting $1$ leaves that degree unchanged because $2n > 0$. Each real $y$ with $|p(iy)| = 1$ is a root of $q\bar q - 1$, so there are at most $2n$ of them. In Lean, `imagAxis p` is $q$ and `sqModulus p` is $q\bar q$.

```lean
import Mathlib

open Polynomial
open Complex (I)

namespace ExplicitStepNormConservation

noncomputable section

/-- The polynomial `y ↦ p(iy)`: the amplification factor read along the imaginary axis. -/
def imagAxis (p : ℂ[X]) : ℂ[X] := p.comp (C I * X)

/-- The product of `y ↦ p(iy)` with the polynomial that has the conjugate coefficients. -/
def sqModulus (p : ℂ[X]) : ℂ[X] := imagAxis p * (imagAxis p).map (starRingEnd ℂ)

/-- At real `y` the polynomial `sqModulus p` takes the value `|p(iy)|²`. -/
theorem eval_sqModulus (p : ℂ[X]) (y : ℝ) :
    (sqModulus p).eval (y : ℂ) = ((‖p.eval (I * (y : ℂ))‖ ^ 2 : ℝ) : ℂ) := by
  have h1 : (imagAxis p).eval (y : ℂ) = p.eval (I * (y : ℂ)) := by
    simp [imagAxis, eval_comp]
  -- conjugating the coefficients conjugates the value at a real point
  have h2 : ∀ q : ℂ[X],
      (q.map (starRingEnd ℂ)).eval (y : ℂ) = starRingEnd ℂ (q.eval (y : ℂ)) := by
    intro q
    have h := Polynomial.eval₂_at_apply (p := q) (starRingEnd ℂ) (y : ℂ)
    rw [Complex.conj_ofReal] at h
    rw [eval_map, h]
  rw [sqModulus, eval_mul, h2, h1, Complex.mul_conj, Complex.normSq_eq_norm_sq]
```

Q: $|p(iy)|^2$ is a real function, and `sqModulus p` is a complex polynomial. Is anything lost?

A: No. `eval_sqModulus` says that the two agree at real points, and only real points are used. Step `h2` is $\bar q(y) = \overline{q(y)}$, where `Complex.conj_ofReal` supplies $\bar y = y$, and `Complex.mul_conj` turns $w\bar w$ into $|w|^2$. The counting theorem reads: if every $y$ in a finite set `S` of reals has $|p(iy)| = 1$ and $p$ has degree $n \ge 1$, then `S` has at most $2n$ elements. In its proof `hq` and `hmap` say that substituting $iy$ and conjugating coefficients keep the degree, `hdeg` gives degree $2n$, `hne` says the polynomial is nonzero, and `card_le_degree_of_subset_roots` counts the roots after `S` is embedded in $\mathbb{C}$.

```lean
/-- A polynomial of degree `n ≥ 1` satisfies `|p(iy)| = 1` at no more than `2n` real
points `y`. -/
theorem card_unimodular_points_le (p : ℂ[X]) (hp : 0 < p.natDegree) (S : Finset ℝ)
    (hS : ∀ y : ℝ, y ∈ S → ‖p.eval (I * (y : ℂ))‖ = 1) :
    S.card ≤ 2 * p.natDegree := by
  have hq : (imagAxis p).natDegree = p.natDegree := by
    rw [imagAxis, natDegree_comp, natDegree_C_mul_X _ Complex.I_ne_zero, mul_one]
  have hmap : ((imagAxis p).map (starRingEnd ℂ)).natDegree = (imagAxis p).natDegree :=
    natDegree_map_eq_of_injective (starRingEnd ℂ).injective _
  have hq0 : imagAxis p ≠ 0 := by
    intro h
    rw [h, natDegree_zero] at hq
    omega
  have hq0' : (imagAxis p).map (starRingEnd ℂ) ≠ 0 := by
    intro h
    rw [h, natDegree_zero] at hmap
    omega
  -- `|p(iy)|² - 1` is a nonzero polynomial of degree `2n`
  have hdeg : (sqModulus p - C 1).natDegree = 2 * p.natDegree := by
    rw [natDegree_sub_C, sqModulus, natDegree_mul hq0 hq0', hmap, hq, two_mul]
  have hne : sqModulus p - C 1 ≠ 0 := by
    intro h
    rw [h, natDegree_zero] at hdeg
    omega
  -- every point of `S` is one of its roots
  let e : ℝ ↪ ℂ := ⟨fun y : ℝ => (y : ℂ), Complex.ofReal_injective⟩
  have hle : (S.map e).card ≤ (sqModulus p - C 1).natDegree := by
    apply card_le_degree_of_subset_roots
    intro z hz
    have hz' : z ∈ S.map e := hz
    obtain ⟨y, hy, rfl⟩ := Finset.mem_map.mp hz'
    refine (mem_roots hne).mpr ?_
    change eval (y : ℂ) (sqModulus p - C 1) = 0
    rw [eval_sub, eval_sqModulus, hS y hy, eval_C]
    simp
  rw [Finset.card_map, hdeg] at hle
  exact hle
```

An open interval $(a,b)$ with $a<b$ contains $2n+1$ points, which contradicts the bound unless the degree is zero. Then $p = c$, and evaluation at any point of the interval gives $|c| = 1$. The converse is immediate, so the theorem is an equivalence. The hypothesis `hab` is needed: on an empty interval the left side holds for $p(z) = z$, which is not constant.

```lean
/-- A complex polynomial satisfies `|p(iy)| = 1` for all `y` in a nonempty open interval
exactly when it is a constant of modulus one. -/
theorem unimodular_on_interval_iff (p : ℂ[X]) {a b : ℝ} (hab : a < b) :
    (∀ y : ℝ, y ∈ Set.Ioo a b → ‖p.eval (I * (y : ℂ))‖ = 1) ↔
      ∃ c : ℂ, ‖c‖ = 1 ∧ p = C c := by
  constructor
  · intro h
    -- an interval holds more than `2n` points
    have h0 : p.natDegree = 0 := by
      by_contra hne
      obtain ⟨S, hS, hc⟩ :=
        (Set.Ioo_infinite hab).exists_subset_card_eq (2 * p.natDegree + 1)
      have hle := card_unimodular_points_le p (Nat.pos_of_ne_zero hne) S
        (fun y hy => h y (hS (Finset.mem_coe.mpr hy)))
      omega
    have hc : p = C (p.coeff 0) := eq_C_of_natDegree_eq_zero h0
    refine ⟨p.coeff 0, ?_, hc⟩
    obtain ⟨y, hy⟩ := Set.nonempty_Ioo.mpr hab
    have hy1 := h y hy
    rw [hc, eval_C] at hy1
    exact hy1
  · rintro ⟨c, hc, rfl⟩ y _
    rw [eval_C, hc]
```

Q: Does this secretly forbid every norm-preserving one-step factor? Crank-Nicolson would be a counter-example.

A: The argument uses that $p$ is a polynomial, and it fails for rational functions. The factor $(1 + iy/2)/(1 - iy/2)$ has modulus one at every real $y$: the denominator has real part $1$ and never vanishes (`hne`), and the numerator is its conjugate (`hc`). At $y = -\tau E$ this is the Crank-Nicolson factor for an eigenstate.

```lean
/-- The rational Cayley factor `(1 + iy/2) / (1 - iy/2)` has modulus one for every
real `y`. -/
theorem cayley_factor_unimodular (y : ℝ) :
    ‖(1 + I * (y : ℂ) / 2) / (1 - I * (y : ℂ) / 2)‖ = 1 := by
  have hne : 1 - I * (y : ℂ) / 2 ≠ 0 := by
    intro h
    have hre := congrArg Complex.re h
    simp at hre
  -- the numerator is the conjugate of the denominator
  have hc : 1 + I * (y : ℂ) / 2 = starRingEnd ℂ (1 - I * (y : ℂ) / 2) := by
    simp only [_root_.map_sub, _root_.map_one, map_div₀, _root_.map_mul, Complex.conj_I,
      Complex.conj_ofReal, _root_.map_ofNat]
    ring
  rw [norm_div, hc, RCLike.norm_conj, div_self (norm_ne_zero_iff.mpr hne)]
```

Q: So far there is no Hamiltonian. What does Lean take for one?

A: `V` is any complex normed space, with no inner product, completeness or finite dimension assumed, and `H : Module.End ℂ V` is a linear map defined on all of `V`, not required to be bounded or self-adjoint. A differential operator fits if `V` is taken as a subspace that it maps into itself. Units are $\hbar = 1$, and `polyStep p H τ` is $p(-i\tau H)$. That the energy is real is assumed through `E : ℝ` and not derived from self-adjointness. By hand, $L\psi = z\psi$ gives $L^k\psi = z^k\psi$, hence $p(L)\psi = p(z)\psi$; take $L = -i\tau H$ and $z = -i\tau E$. In the proof `hpow` is the induction on $k$ and `key` sums over the coefficients.

```lean
variable {V : Type*} [NormedAddCommGroup V] [NormedSpace ℂ V]

/-- The polynomial propagator `p(-iτH)` for the Hamiltonian `H` and time step `τ`. -/
def polyStep (p : ℂ[X]) (H : Module.End ℂ V) (τ : ℝ) : Module.End ℂ V :=
  aeval ((-(I * (τ : ℂ))) • H) p

/-- On a state with `Hψ = Eψ` the propagator `p(-iτH)` multiplies by `p(-iτE)`. -/
theorem polyStep_eigenstate (p : ℂ[X]) (H : Module.End ℂ V) (τ E : ℝ) (ψ : V)
    (hψ : H ψ = (E : ℂ) • ψ) :
    polyStep p H τ ψ = p.eval (-(I * (τ : ℂ) * (E : ℂ))) • ψ := by
  have key : ∀ (L : Module.End ℂ V) (z : ℂ), L ψ = z • ψ →
      (aeval L p : Module.End ℂ V) ψ = p.eval z • ψ := by
    intro L z hL
    have hpow : ∀ n : ℕ, (L ^ n) ψ = z ^ n • ψ := by
      intro n
      induction n with
      | zero => simp
      | succ n ih =>
        rw [pow_succ L, Module.End.mul_apply, hL, _root_.map_smul, ih, smul_smul,
          pow_succ' z]
    simp only [aeval_eq_sum_range, eval_eq_sum_range, LinearMap.sum_apply,
      LinearMap.smul_apply, hpow, smul_smul, Finset.sum_smul]
  apply key
  rw [LinearMap.smul_apply, hψ, smul_smul, neg_mul]
```

For the norm, $\|p(-i\tau H)\psi\| = |p(-i\tau E)|\,\|\psi\|$. Define $r(z) = p(-\tau z)$, so that $r(iE) = p(-i\tau E)$. If $|r(iE)| = 1$ on all of $(E_1, E_2)$, then $r$ is constant, while for $\tau \ne 0$ it has the degree of $p$. So some $E$ in the window has $|p(-i\tau E)| \ne 1$; this is `hex`. The last two lines use `norm_smul` and cancel $\|\psi\| \neq 0$.

```lean
/-- For a non-constant polynomial and a nonzero time step, every energy window contains an
energy `E` at which `p(-iτH)` changes the norm of every nonzero state with `Hψ = Eψ`. -/
theorem polyStep_changes_norm (p : ℂ[X]) (hp : 0 < p.natDegree) {τ : ℝ} (hτ : τ ≠ 0)
    {E₁ E₂ : ℝ} (hE : E₁ < E₂) :
    ∃ E : ℝ, E ∈ Set.Ioo E₁ E₂ ∧ ∀ (H : Module.End ℂ V) (ψ : V),
      H ψ = (E : ℂ) • ψ → ψ ≠ 0 → ‖polyStep p H τ ψ‖ ≠ ‖ψ‖ := by
  have hex : ∃ E : ℝ, E ∈ Set.Ioo E₁ E₂ ∧ ‖p.eval (-(I * (τ : ℂ) * (E : ℂ)))‖ ≠ 1 := by
    by_contra hcon
    -- otherwise the rescaled polynomial `z ↦ p(-τz)` is constant
    have hall : ∀ y : ℝ, y ∈ Set.Ioo E₁ E₂ →
        ‖(p.comp (C (-(τ : ℂ)) * X)).eval (I * (y : ℂ))‖ = 1 := by
      intro y hy
      have e : -(τ : ℂ) * (I * (y : ℂ)) = -(I * (τ : ℂ) * (y : ℂ)) := by ring
      rw [eval_comp, eval_mul, eval_C, eval_X, e]
      by_contra hy'
      exact hcon ⟨y, hy, hy'⟩
    obtain ⟨c, -, hc⟩ := (unimodular_on_interval_iff _ hE).mp hall
    have hne : -(τ : ℂ) ≠ 0 := neg_ne_zero.mpr (Complex.ofReal_ne_zero.mpr hτ)
    have hd : (p.comp (C (-(τ : ℂ)) * X)).natDegree = 0 := by rw [hc, natDegree_C]
    rw [natDegree_comp, natDegree_C_mul_X _ hne] at hd
    omega
  obtain ⟨E, hmem, hE1⟩ := hex
  refine ⟨E, hmem, fun H ψ hψ h0 hn => hE1 ?_⟩
  rw [polyStep_eigenstate p H τ E ψ hψ, norm_smul] at hn
  exact mul_right_cancel₀ (norm_ne_zero_iff.mpr h0) (hn.trans (one_mul _).symm)
```

Q: Here is my real doubt. The theorem produces an energy $E$, and my molecule may have no level there.

A: That is correct, and the order of quantifiers shows it. The energy comes first and depends on $p$, $\tau$ and the window; then for every `H` and every nonzero `ψ` with $H\psi = E\psi$ the norm changes. For a fixed `H` without eigenvalue $E$ the inner statement is empty. The theorem rules out a scheme that preserves norms for all Hamiltonians with an eigenvalue in the window. It does not say that the norm changes for each given Hamiltonian: if $p(0) = 1$, a state with $H\psi = 0$ is left untouched. A continuous spectrum without eigenvectors in `V` is not addressed.

Q: Is the Runge-Kutta method defined as a polynomial from the outset? Then the link to the algorithm would be an assumption.

A: It is defined by the stage recursion, for an arbitrary map `f`:
$$Y_i = \psi + \tau\sum_{j<i} a_{ij} f(Y_j), \qquad \psi_{\text{new}} = \psi + \tau\sum_{i<s} b_i f(Y_i).$$
Stages are counted from zero. Explicitness sits in the sum over `j : Fin i`, so entries $a_{ij}$ with $j \ge i$ are never read. Coefficients are complex, which includes real tableaux. The equation is autonomous, so there are no time nodes.

```lean
/-- The right-hand side `-iHφ` of the Schrödinger equation `φ' = -iHφ`. -/
def schrodingerRHS (H : Module.End ℂ V) (φ : V) : V := (-I) • H φ

/-- The stage values `Yᵢ = ψ + τ ∑_{j<i} aᵢⱼ f(Yⱼ)` of an explicit Runge-Kutta method for
`ψ' = f(ψ)`. -/
def rkStage (a : ℕ → ℕ → ℂ) (τ : ℝ) (f : V → V) (ψ : V) (i : ℕ) : V :=
  ψ + (τ : ℂ) • ∑ j : Fin i, a i j • f (rkStage a τ f ψ j)
termination_by i
decreasing_by all_goals exact Fin.isLt _

/-- One step `ψ + τ ∑_{i<s} bᵢ f(Yᵢ)` of the explicit `s`-stage Runge-Kutta method with
tableau `a` and weights `b`. -/
def rkStep (a : ℕ → ℕ → ℂ) (b : ℕ → ℂ) (s : ℕ) (τ : ℝ) (f : V → V) (ψ : V) : V :=
  ψ + (τ : ℂ) • ∑ i ∈ Finset.range s, b i • f (rkStage a τ f ψ i)
```

With $f(\phi) = -iH\phi$ and $L = -i\tau H$ we have $\tau f(\phi) = L\phi$. If $Y_j = P_j(L)\psi$ for all $j<i$, then $Y_i = \big(1 + \sum_{j<i} a_{ij} L P_j(L)\big)\psi = P_i(L)\psi$, with $P_i(z) = 1 + \sum_{j<i} a_{ij}\, z P_j(z)$. The same substitution in the final sum gives $\psi_{\text{new}} = R(L)\psi$ with $R(z) = 1 + \sum_{i<s} b_i\, z P_i(z)$.

```lean
/-- The stage polynomials `Pᵢ(z) = 1 + ∑_{j<i} aᵢⱼ z Pⱼ(z)` of an explicit tableau. -/
def stagePoly (a : ℕ → ℕ → ℂ) (i : ℕ) : ℂ[X] :=
  1 + ∑ j : Fin i, C (a i j) * (X * stagePoly a j)
termination_by i
decreasing_by all_goals exact Fin.isLt _

/-- The stability polynomial `R(z) = 1 + ∑_{i<s} bᵢ z Pᵢ(z)` of an explicit Runge-Kutta
method. -/
def stabilityPoly (a : ℕ → ℕ → ℂ) (b : ℕ → ℂ) (s : ℕ) : ℂ[X] :=
  1 + ∑ i ∈ Finset.range s, C (b i) * (X * stagePoly a i)
```

The identity `rkStep_eq_polyStep` holds for every tableau, every $\tau$ and every `ψ`, eigenvector or not. Its step `key` is the substitution $\tau f = L$ inside a sum, used once for the stages and once for the final combination, and `stage` is the strong induction.

```lean
/-- Applied to the Schrödinger equation, an explicit Runge-Kutta step is `R(-iτH)` with `R`
its stability polynomial. -/
theorem rkStep_eq_polyStep (a : ℕ → ℕ → ℂ) (b : ℕ → ℂ) (s : ℕ) (τ : ℝ)
    (H : Module.End ℂ V) (ψ : V) :
    rkStep a b s τ (schrodingerRHS H) ψ = polyStep (stabilityPoly a b s) H τ ψ := by
  -- multiplying a polynomial by `z` applies `τ` times the right-hand side
  have key : ∀ (ι : Type) (T : Finset ι) (c : ι → ℂ) (q : ι → ℂ[X]),
      polyStep (1 + ∑ j ∈ T, C (c j) * (X * q j)) H τ ψ
        = ψ + (τ : ℂ) • ∑ j ∈ T, c j • schrodingerRHS H (polyStep (q j) H τ ψ) := by
    intro ι T c q
    simp only [polyStep, schrodingerRHS, _root_.map_add, _root_.map_one, _root_.map_sum,
      _root_.map_mul, aeval_C, aeval_X, LinearMap.add_apply, Module.End.one_apply,
      LinearMap.sum_apply, Module.End.mul_apply, Module.algebraMap_end_apply,
      LinearMap.smul_apply, Finset.smul_sum, smul_smul]
    congr 1
    refine Finset.sum_congr rfl fun j _ => ?_
    module
  -- each stage is `Pᵢ(-iτH) ψ`, by strong induction on the stage
  have stage : ∀ i : ℕ,
      rkStage a τ (schrodingerRHS H) ψ i = polyStep (stagePoly a i) H τ ψ := by
    intro i
    induction i using Nat.strong_induction_on with
    | _ i ih =>
      have hs : ∀ j : Fin i,
          rkStage a τ (schrodingerRHS H) ψ j = polyStep (stagePoly a j) H τ ψ :=
        fun j => ih j j.isLt
      rw [rkStage, stagePoly]
      simp only [hs]
      exact (key (Fin i) Finset.univ (fun j => a i j) (fun j => stagePoly a j)).symm
  unfold rkStep stabilityPoly
  simp only [stage]
  exact (key ℕ (Finset.range s) b (fun i => stagePoly a i)).symm
```

Q: Why must $R$ be non-constant?

A: In general it need not be: with all $b_i = 0$ the step is the identity and preserves every norm. A hypothesis has to exclude this, and `hb` does. Each $P_i(0) = 1$ (`h0`), so the coefficient of $z$ in $zP_i(z)$ is one (`h1`), and the linear coefficient of $R$ is $\sum_i b_i$. If that sum is nonzero, $R$ has degree at least one. First-order consistency, $\sum_i b_i = 1$, is a special case.

```lean
/-- The linear coefficient of the stability polynomial is the sum of the weights. -/
theorem stabilityPoly_coeff_one (a : ℕ → ℕ → ℂ) (b : ℕ → ℂ) (s : ℕ) :
    (stabilityPoly a b s).coeff 1 = ∑ i ∈ Finset.range s, b i := by
  have h0 : ∀ i : ℕ, (stagePoly a i).coeff 0 = 1 := by
    intro i
    rw [stagePoly]
    simp
  have h1 : ∀ q : ℂ[X], (X * q).coeff 1 = q.coeff 0 := fun q => coeff_X_mul q 0
  simp [stabilityPoly, coeff_one, coeff_C_mul, h1, h0]
```

The Runge-Kutta theorem combines this degree bound, the norm theorem for $R$ and the identity above. For $\tau = 0$ the step is again the identity, so `hτ` cannot be dropped; negative $\tau$ is allowed.

```lean
/-- For an explicit Runge-Kutta method whose weights have nonzero sum and a nonzero time
step, every energy window contains an energy `E` at which one step changes the norm of every
nonzero state with `Hψ = Eψ`. -/
theorem rkStep_changes_norm (a : ℕ → ℕ → ℂ) (b : ℕ → ℂ) (s : ℕ)
    (hb : ∑ i ∈ Finset.range s, b i ≠ 0) {τ : ℝ} (hτ : τ ≠ 0) {E₁ E₂ : ℝ} (hE : E₁ < E₂) :
    ∃ E : ℝ, E ∈ Set.Ioo E₁ E₂ ∧ ∀ (H : Module.End ℂ V) (ψ : V),
      H ψ = (E : ℂ) • ψ → ψ ≠ 0 → ‖rkStep a b s τ (schrodingerRHS H) ψ‖ ≠ ‖ψ‖ := by
  have hdeg : 1 ≤ (stabilityPoly a b s).natDegree :=
    le_natDegree_of_ne_zero (by rw [stabilityPoly_coeff_one]; exact hb)
  obtain ⟨E, hmem, h⟩ := polyStep_changes_norm (V := V) (stabilityPoly a b s) hdeg hτ hE
  refine ⟨E, hmem, fun H ψ hψ h0 => ?_⟩
  rw [rkStep_eq_polyStep]
  exact h H ψ hψ h0
```

Q: And the Taylor step?

A: `taylorStep` is $\sum_{k\le n} (-i\tau H)^k\psi/k!$, written directly with powers of the operator, and `hstep` identifies it with $T_n(-i\tau H)\psi$ for $T_n(z) = \sum_{k \le n} z^k/k!$. For $n \ge 1$ the linear coefficient of $T_n$ is one (`hc`), so the same norm theorem applies. For $n = 0$ the step is the identity, which is the reason for `hn`.

```lean
/-- The Taylor polynomial `∑_{k≤n} zᵏ / k!` of the exponential. -/
def taylorPoly (n : ℕ) : ℂ[X] :=
  ∑ k ∈ Finset.range (n + 1), C ((Nat.factorial k : ℂ)⁻¹) * X ^ k

/-- The truncated Taylor step `∑_{k≤n} (-iτH)ᵏ ψ / k!`. -/
def taylorStep (n : ℕ) (H : Module.End ℂ V) (τ : ℝ) (ψ : V) : V :=
  ∑ k ∈ Finset.range (n + 1), (Nat.factorial k : ℂ)⁻¹ • (((-(I * (τ : ℂ))) • H) ^ k) ψ

/-- For a Taylor step of order at least one and a nonzero time step, every energy window
contains an energy `E` at which the step changes the norm of every nonzero state with
`Hψ = Eψ`. -/
theorem taylorStep_changes_norm (n : ℕ) (hn : 1 ≤ n) {τ : ℝ} (hτ : τ ≠ 0)
    {E₁ E₂ : ℝ} (hE : E₁ < E₂) :
    ∃ E : ℝ, E ∈ Set.Ioo E₁ E₂ ∧ ∀ (H : Module.End ℂ V) (ψ : V),
      H ψ = (E : ℂ) • ψ → ψ ≠ 0 → ‖taylorStep n H τ ψ‖ ≠ ‖ψ‖ := by
  have hpos : 0 < n := hn

  -- the linear coefficient is one, so the polynomial is not constant
  have hc : (taylorPoly n).coeff 1 = 1 := by
    simp [taylorPoly, coeff_C_mul, coeff_X_pow, hpos]
  have hdeg : 1 ≤ (taylorPoly n).natDegree :=
    le_natDegree_of_ne_zero (by rw [hc]; exact one_ne_zero)
  obtain ⟨E, hmem, h⟩ := polyStep_changes_norm (V := V) (taylorPoly n) hdeg hτ hE
  refine ⟨E, hmem, fun H ψ hψ h0 => ?_⟩
  have hstep : taylorStep n H τ ψ = polyStep (taylorPoly n) H τ ψ := by
    simp only [taylorStep, polyStep, taylorPoly, _root_.map_sum, _root_.map_mul,
      _root_.map_pow, aeval_C, aeval_X, LinearMap.sum_apply, Module.End.mul_apply,
      Module.algebraMap_end_apply]
  rw [hstep]
  exact h H ψ hψ h0
```

Q: Does a method I recognise come out right under these definitions?

A: Take the explicit midpoint rule, with $a_{10} = 1/2$, $b_0 = 0$, $b_1 = 1$. Then $P_0 = 1$ (`s0`), $P_1 = 1 + z/2$ (`s1`), and $R = 1 + zP_1 = 1 + z + z^2/2 = T_2$. The theorem states this equality and that the weights sum to one, so `hb` is satisfied.

```lean
/-- The tableau of the explicit midpoint method: `a₁₀ = 1/2` and all other entries zero. -/
def midpointA (i j : ℕ) : ℂ := if i = 1 ∧ j = 0 then 1 / 2 else 0

/-- The weights of the explicit midpoint method: `b₁ = 1` and all others zero. -/
def midpointB (i : ℕ) : ℂ := if i = 1 then 1 else 0

/-- The weights of the two-stage explicit midpoint method sum to one, and its stability
polynomial is the second-order Taylor polynomial of the exponential. -/
theorem midpoint_witness :
    ∑ i ∈ Finset.range 2, midpointB i = 1 ∧
      stabilityPoly midpointA midpointB 2 = taylorPoly 2 := by
  have s0 : stagePoly midpointA 0 = 1 := by
    rw [stagePoly]
    simp
  have s1 : stagePoly midpointA 1 = 1 + C (1 / 2) * X := by
    rw [stagePoly, Fin.sum_univ_one]
    simp [s0, midpointA]
  constructor
  · simp [midpointB]
  · apply Polynomial.funext
    intro z
    simp [stabilityPoly, taylorPoly, Finset.sum_range_succ, s1, midpointB] <;> ring

end

end ExplicitStepNormConservation
```

```lean
#print axioms ExplicitStepNormConservation.cayley_factor_unimodular
#print axioms ExplicitStepNormConservation.rkStep_changes_norm
#print axioms ExplicitStepNormConservation.taylorStep_changes_norm
```

```
'ExplicitStepNormConservation.cayley_factor_unimodular' depends on axioms: [propext, Classical.choice, Quot.sound]
'ExplicitStepNormConservation.rkStep_changes_norm' depends on axioms: [propext, Classical.choice, Quot.sound]
'ExplicitStepNormConservation.taylorStep_changes_norm' depends on axioms: [propext, Classical.choice, Quot.sound]
```

Q: What should I not take away from this?

A: The theorems say that the norm changes, with no statement on the amount or on whether it grows or shrinks, so they give no stability region. They concern one step with a fixed polynomial. Nonlinear or time-dependent right-hand sides such as a self-consistent Fock operator, multistep schemes, split-operator steps, polynomials chosen from the state itself, and renormalisation after each step are not covered. Among the things that have no Lean proof here are your Euler formula; the midpoint value $|T_2(iy)|^2 = (1 - y^2/2)^2 + y^2 = 1 + y^4/4$; the rescaled count that at most $2n$ energies keep the norm at a given $\tau \neq 0$; and the passage from the scalar Cayley factor to unitarity of the Crank-Nicolson operator for self-adjoint $H$.
